# At a planar square of four atoms, the gradients of the six interatomic distances have rank 5

Before a Cartesian gradient or Hessian is converted to internal coordinates, the rank of the Wilson matrix $B$ shows whether the chosen coordinates register every vibrational displacement to first order. A nonlinear molecule of $N=4$ atoms has $3N-6=6$ vibrational degrees of freedom, and four atoms have exactly six interatomic distances, so the count suggests that the distances suffice. At the square with vertices $(1,1,0)$, $(1,-1,0)$, $(-1,-1,0)$, $(-1,1,0)$ they do not: the rank of $B$ is 5. A geometry optimisation or normal-mode analysis that used only these distances would lose one vibrational direction at this geometry, and the $6\times6$ matrix $BB^{T}$ would be singular.

## Atoms, pairs and the Wilson matrix

Atoms are numbered $i=0,1,2,3$ and Cartesian components $k=0,1,2$. A geometry is an array of real numbers $x_{ik}$, in Lean a function `x : Fin 4 → Fin 3 → ℝ`. Masses and chemical identity play no role.

```lean
import Mathlib

open Matrix

namespace WilsonBPlanar

noncomputable section
```

The six pairs are numbered $p=0,\dots,5$. Pair $p$ joins atom $a(p)$ to atom $b(p)$, and the list is $(0,1),(1,2),(2,3),(3,0),(0,2),(1,3)$. For the square, the first four pairs are sides and the last two are diagonals.

```lean
/-- First atom of each of the six pairs. -/
def pairA : Fin 6 → Fin 4 := ![0, 1, 2, 3, 0, 1]

/-- Second atom of each of the six pairs. -/
def pairB : Fin 6 → Fin 4 := ![1, 2, 3, 0, 2, 3]
```

The sign $s_{pi}$ is $1$ if $i=a(p)$, $-1$ if $i=b(p)$, and $0$ for the other two atoms.

```lean
/-- Incidence sign: 1 on the first atom of a pair, -1 on the second, 0 elsewhere. -/
def sgn (p : Fin 6) (i : Fin 4) : ℝ :=
  (if i = pairA p then 1 else 0) - (if i = pairB p then 1 else 0)
```

Write $\Delta_{pk}=x_{a(p)k}-x_{b(p)k}$ for the components of the vector between the two atoms. The distance is $d_p=\sqrt{\sum_k\Delta_{pk}^2}$, called `len x p`.

```lean
/-- The interatomic distance of pair `p` in the geometry `x`. -/
def len (x : Fin 4 → Fin 3 → ℝ) (p : Fin 6) : ℝ :=
  √(∑ k, (x (pairA p) k - x (pairB p) k) ^ 2)
```

The Wilson matrix has one row per distance and one column per Cartesian coordinate $(i,k)$, with entries
$$B_{p,(i,k)}=s_{pi}\,\frac{\Delta_{pk}}{d_p}.$$
If the two atoms of a pair are at different points, its row therefore holds a unit vector on one atom and its negative on the other. If they coincide, Lean's convention that division by zero gives zero makes the row zero.

```lean
/-- The Wilson matrix of all six distances: for each pair, the difference of positions divided by
the distance, with opposite signs on its two atoms. -/
def wilsonB (x : Fin 4 → Fin 3 → ℝ) : Matrix (Fin 6) (Fin 4 × Fin 3) ℝ :=
  Matrix.of fun p a => sgn p a.1 * ((x (pairA p) a.2 - x (pairB p) a.2) / len x p)
```

This formula should be the derivative of the distances, and the next definition says what that means. Displace the atoms along a straight line, $x_{ik}+t\,v_{ik}$. A matrix is a distance gradient if, for every displacement $v$ and every pair $p$, the derivative of $d_p$ at $t=0$ is $(Bv)_p$. Derivatives are unique, so at most one matrix can satisfy this for a given geometry.

```lean
/-- `B` gives the first-order change of every distance under every Cartesian displacement. -/
def IsDistanceGradient (x : Fin 4 → Fin 3 → ℝ) (B : Matrix (Fin 6) (Fin 4 × Fin 3) ℝ) : Prop :=
  ∀ (v : Fin 4 × Fin 3 → ℝ) (p : Fin 6),
    HasDerivAt (fun t : ℝ => len (fun i k => x i k + t * v (i, k)) p) ((B *ᵥ v) p) 0
```

Finally come the square itself and a sign $\sigma_p$, equal to $1$ on sides and $-1$ on diagonals.

```lean
/-- The planar square of side 2. -/
def square : Fin 4 → Fin 3 → ℝ := ![![1, 1, 0], ![1, -1, 0], ![-1, -1, 0], ![-1, 1, 0]]

/-- A sign for each pair of the square: 1 on the sides, -1 on the diagonals. -/
def sideDiag : Fin 6 → ℝ := ![1, 1, 1, 1, -1, -1]
```

## (a) Summing over atoms with the signs of a pair

**Task.** Show that $\sum_j s_{pj}f_j=f_{a(p)}-f_{b(p)}$ for any numbers $f_0,\dots,f_3$.

**Solution.** Only two atoms have a nonzero sign. Atom $a(p)$ contributes $f_{a(p)}$ and atom $b(p)$ contributes $-f_{b(p)}$. In Lean, `simp` unfolds the sign and splits the sum into these two terms.

```lean
/-- Summing a quantity over the atoms with the signs of a pair gives its difference between the
two atoms of the pair. -/
lemma sum_sgn (p : Fin 6) (f : Fin 4 → ℝ) :
    ∑ j, sgn p j * f j = f (pairA p) - f (pairB p) := by
  simp [sgn, sub_mul, Finset.sum_sub_distrib]
```

## (b) Distinct atoms have positive distances

**Task.** Show that $d_p>0$ for every pair if no two atoms coincide.

**Solution.** The two atoms of a pair have different labels, hence different positions, so $\Delta_{pk}\neq0$ for at least one $k$. The sum $\sum_k\Delta_{pk}^2$ then has no negative term and at least one positive term, and its square root is positive.

Distinctness is expressed as `Function.Injective x`: different labels go to different points. The proof checks by `decide` that the labels of each pair differ, extracts the component `k`, and applies the positivity of the sum.

```lean
/-- Distinct atoms have positive distances. -/
lemma len_pos {x : Fin 4 → Fin 3 → ℝ} (hx : Function.Injective x) (p : Fin 6) :
    0 < len x p := by
  have hab : ∀ p, pairA p ≠ pairB p := by decide
  obtain ⟨k, hk⟩ := Function.ne_iff.mp (hx.ne (hab p))
  have hk' := sub_ne_zero.mpr hk
  exact Real.sqrt_pos.mpr
    (Finset.sum_pos' (fun _ _ => sq_nonneg _) ⟨k, Finset.mem_univ k, by positivity⟩)
```

## (c) The unit-vector formula is the derivative

**Task.** For distinct atoms, show that $B$ gives the first-order change of every distance.

**Solution.** Let $\eta_{pk}=v_{a(p)k}-v_{b(p)k}$ be the relative displacement of the pair. Along the line,
$$d_p(t)^2=\sum_k(\Delta_{pk}+t\,\eta_{pk})^2,\qquad \left.\frac{d}{dt}d_p(t)^2\right|_{t=0}=2\sum_k\Delta_{pk}\eta_{pk}.$$
Since $d_p>0$ by (b), the square root may be differentiated:
$$d_p'(0)=\frac{2\sum_k\Delta_{pk}\eta_{pk}}{2d_p}=\sum_k\frac{\Delta_{pk}}{d_p}\,\eta_{pk}.$$
On the matrix side, (a) gives
$$(Bv)_p=\sum_k\frac{\Delta_{pk}}{d_p}\sum_j s_{pj}v_{jk}=\sum_k\frac{\Delta_{pk}}{d_p}\,\eta_{pk},$$
which is the same expression.

In the Lean proof, `hB` is the matrix computation, `hk` differentiates one squared component, and `hs` sums over components and applies the chain rule for the square root. The remaining lines match the two results.

The assumption of distinct atoms is needed. Put atoms 0 and 1 at the same point and move atom 0 with unit velocity along the first axis. Then $d_0(t)=|t|$, which has no derivative at $t=0$, so no matrix whatever is a distance gradient there.

```lean
/-- For distinct atoms the Wilson matrix is the gradient of the six distances. -/
theorem wilsonB_gradient {x : Fin 4 → Fin 3 → ℝ} (hx : Function.Injective x) :
    IsDistanceGradient x (wilsonB x) := by
  intro v p
  have hl := (len_pos hx p).ne'
  have hS := (Real.sqrt_pos.mp (len_pos hx p)).ne'
  have hB : (wilsonB x *ᵥ v) p = ∑ k, (x (pairA p) k - x (pairB p) k) / len x p *
      (v (pairA p, k) - v (pairB p, k)) := by
    simp only [Matrix.mulVec, dotProduct, Fintype.sum_prod_type_right]
    refine Finset.sum_congr rfl fun k _ => ?_
    have h : ∑ j, sgn p j * v (j, k) = v (pairA p, k) - v (pairB p, k) :=
      sum_sgn p (fun j => v (j, k))
    rw [← h, Finset.mul_sum]
    refine Finset.sum_congr rfl fun j _ => ?_
    simp only [wilsonB, Matrix.of_apply]
    ring
  -- differentiate each squared component, then the square root
  have hk : ∀ k, HasDerivAt (fun t : ℝ => (x (pairA p) k + t * v (pairA p, k) -
      (x (pairB p) k + t * v (pairB p, k))) ^ 2)
      (2 * (x (pairA p) k - x (pairB p) k) * (v (pairA p, k) - v (pairB p, k))) 0 := by
    intro k
    have h1 := (((hasDerivAt_id' (0 : ℝ)).mul_const (v (pairA p, k))).const_add
      (x (pairA p) k)).fun_sub
      (((hasDerivAt_id' (0 : ℝ)).mul_const (v (pairB p, k))).const_add (x (pairB p) k))
    exact (h1.fun_pow 2).congr_deriv (by simp)
  have hs := (HasDerivAt.fun_sum (u := Finset.univ) (fun k _ => hk k)).sqrt
    (by simpa only [zero_mul, add_zero] using hS)
  refine hs.congr_deriv ?_
  rw [hB]
  simp only [zero_mul, add_zero]
  change _ / (2 * len x p) = _
  rw [Finset.sum_div]
  refine Finset.sum_congr rfl fun k _ => ?_
  field_simp
```

## (d) Combining the rows with weights

**Task.** Multiply row $p$ of $B$ by a number $w_p$ and add the rows. Express the result at atom $i$, component $k$.

**Solution.** Inserting the entries of $B$ and regrouping the factors,
$$(wB)_{ik}=\sum_p w_p\,s_{pi}\frac{\Delta_{pk}}{d_p}=\sum_p\frac{w_p}{d_p}\,s_{pi}\Delta_{pk}.$$
If an energy depends on the distances and $w_p$ is its derivative with respect to $d_p$, this is the Cartesian gradient of the energy, by the chain rule. The physical force is its negative, a sign that does not affect the condition of zero net force. The numbers $w_p$ are the tensions in the pairs, and a linear dependence among the rows of $B$ is a set of tensions, not all zero, that balances on every atom.

The Lean proof unfolds the row-vector product `w ᵥ* wilsonB x` and rearranges each term with `ring`.

```lean
/-- Component `k` at atom `i` of the rows of the Wilson matrix combined with weights `w`: the sum
over pairs of weight over length, times the incidence sign and the difference of positions. -/
theorem force_on_atom (x : Fin 4 → Fin 3 → ℝ) (w : Fin 6 → ℝ) (i : Fin 4) (k : Fin 3) :
    (w ᵥ* wilsonB x) (i, k) =
      ∑ p, w p / len x p * (sgn p i * (x (pairA p) k - x (pairB p) k)) := by
  simp only [Matrix.vecMul, dotProduct, wilsonB, Matrix.of_apply]
  refine Finset.sum_congr rfl fun p _ => ?_
  ring
```

## (e) The corners of the square are distinct

**Task.** Verify that the square satisfies the hypothesis of (b) and (c).

**Solution.** The first two components of the corners are $(1,1)$, $(1,-1)$, $(-1,-1)$ and $(-1,1)$, and no two of these agree. Lean runs through all sixteen pairs of labels. Equal labels need no argument, and for unequal ones the first two components give a contradiction.

```lean
/-- The four corners of the square are distinct. -/
lemma square_injective : Function.Injective square := by
  intro i j h
  have h0 := congrFun h 0
  have h1 := congrFun h 1
  clear h
  fin_cases i <;> fin_cases j <;>
    first
    | rfl
    | (exfalso; revert h0 h1; norm_num [square])
```

## (f) The balanced tensions of the square

**Task.** Find all $w$ with $wB=0$ at the square.

**Solution.** Set $u_p=w_p/d_p$. By (d), each pair that meets atom $i$ contributes $u_p$ times the vector from the other atom to atom $i$. Five components of the balance are enough:

- Atom 0, component 0: $2u_3+2u_4=0$.
- Atom 0, component 1: $2u_0+2u_4=0$.
- Atom 1, component 0: $2u_1+2u_5=0$.
- Atom 1, component 1: $-2u_0-2u_5=0$.
- Atom 2, component 1: $-2u_2-2u_4=0$.

The second and fourth equations give $u_4=u_5=-u_0$. The others then give $u_3=u_1=u_2=u_0$. Hence $u_p=u_0\sigma_p$, and $w_p=c\,\sigma_p d_p$ with $c=u_0$.

Conversely, let $u_p=c\,\sigma_p$. The five equations hold. The remaining in-plane components, $-2u_1-2u_4$ on atom 2 and $-2u_3-2u_5$ and $2u_2+2u_5$ on atom 3, vanish as well. All components perpendicular to the plane are zero because the square lies in it.

The sides have length $2$ and the diagonals $2\sqrt2$, so the pattern is $(2,2,2,2,-2\sqrt2,-2\sqrt2)$. Normalised to unit length it is $\left(\tfrac{1}{2\sqrt2},\tfrac{1}{2\sqrt2},\tfrac{1}{2\sqrt2},\tfrac{1}{2\sqrt2},-\tfrac12,-\tfrac12\right)$. Read as a relation between first-order changes of the distances, it says
$$\delta d_0+\delta d_1+\delta d_2+\delta d_3=\sqrt2\,(\delta d_4+\delta d_5).$$
For example, to first order, moving atom 0 by a small $\varepsilon$ along the first axis changes $d_3$ by $\varepsilon$ and $d_4$ by $\varepsilon/\sqrt2$ and does not change the other distances. Both sides equal $\varepsilon$.

In the Lean proof, the hypotheses `a` to `e` are the five equations in the order above, and `linarith` solves them for each pair. The converse checks all twelve components.

```lean
/-- In the square the tensions without net force are the multiples of one pattern: proportional
to length, with opposite signs on sides and diagonals. -/
theorem square_stress_iff (w : Fin 6 → ℝ) :
    w ᵥ* wilsonB square = 0 ↔ ∃ c : ℝ, ∀ p, w p = c * (sideDiag p * len square p) := by
  have hl := fun p => (len_pos square_injective p).ne'
  constructor
  · intro hw
    obtain ⟨u, hu⟩ : ∃ u : Fin 6 → ℝ, ∀ p, w p / len square p = u p := ⟨_, fun _ => rfl⟩
    have h : ∀ i k, ∑ p, u p * (sgn p i * (square (pairA p) k - square (pairB p) k)) = 0 := by
      intro i k
      have := congrFun hw (i, k)
      rw [force_on_atom] at this
      simpa only [hu, Pi.zero_apply] using this
    -- five components of the force balance fix all tensions up to a factor
    have a := h 0 0
    have b := h 0 1
    have c := h 1 0
    have d := h 1 1
    have e := h 2 1
    simp [Fin.sum_univ_six, sgn, pairA, pairB, square] at a b c d e
    have hp : ∀ p, u p = u 0 * sideDiag p := by
      intro p
      fin_cases p <;> simp [sideDiag] <;> linarith
    refine ⟨u 0, fun p => ?_⟩
    rw [← mul_assoc, ← hp p, ← hu p, div_mul_cancel₀ _ (hl p)]
  · rintro ⟨c, hc⟩
    have hu : ∀ p, w p / len square p = c * sideDiag p := by
      intro p
      rw [hc p, ← mul_assoc, mul_div_cancel_right₀ _ (hl p)]
    ext ⟨i, k⟩
    rw [force_on_atom]
    simp only [hu]
    fin_cases i <;> fin_cases k <;>
      simp [Fin.sum_univ_six, sgn, pairA, pairB, square, sideDiag] <;> ring
```

## (g) The rank is 5

**Task.** Deduce the rank of $B$ at the square.

**Solution.** The vectors $w$ with $wB=0$ form the kernel of $B^{T}$, a linear map from $\mathbb R^6$ to $\mathbb R^{12}$. By (f) this kernel is the line spanned by the vector with components $\sigma_pd_p$, which is not zero because its component 0 is $2$. Rank-nullity gives $\operatorname{rank}B^{T}+1=6$, and a matrix has the same rank as its transpose, so $\operatorname{rank}B=5$.

The missing direction can be seen in numbers. Pucker the square by moving atoms 0 and 2 up by $h$ and atoms 1 and 3 down by $h$. The diagonals keep their length, and each side becomes $2\sqrt{1+h^2}$. With $h=0.1$ the sides grow from $2$ to about $2.00998$, a change close to $h^2$. There is no term linear in $h$, so $B$ does not register this vibration.

The theorem `square_rank_five` states two things together: `wilsonB square` is the gradient of the six distances, and its rank is 5. The first part, supplied by (c) and (e), ensures that the rank belongs to the actual derivatives and not merely to a formula. In the proof, `hne` says that the spanning vector is nonzero, `hker` identifies the kernel with its span, and `key` is rank-nullity.

One such geometry refutes the general claim that all interatomic distances always supply $3N-6$ independent internal coordinates. The theorem concerns this square alone; it does not classify the four-atom geometries at which rank is lost, and it says nothing about coordinate sets that include angles or torsions. The loss is also a first-order one: as the puckered square shows, the distances do respond at second order.

```lean
/-- At the planar square the gradients of all six interatomic distances have rank 5. -/
theorem square_rank_five :
    IsDistanceGradient square (wilsonB square) ∧ (wilsonB square).rank = 5 := by
  refine ⟨wilsonB_gradient square_injective, ?_⟩
  have hne : (fun p => sideDiag p * len square p) ≠ 0 := by
    intro h
    have h0 : (1 : ℝ) * len square 0 = 0 := congrFun h 0
    linarith [len_pos square_injective 0]
  -- the force-free tensions form a line
  have hker : LinearMap.ker (wilsonB square)ᵀ.mulVecLin =
      Submodule.span ℝ {fun p => sideDiag p * len square p} := by
    ext w
    rw [LinearMap.mem_ker, Matrix.mulVecLin_apply, Matrix.mulVec_transpose,
      square_stress_iff, Submodule.mem_span_singleton]
    exact ⟨fun ⟨c, hc⟩ => ⟨c, funext fun p => (hc p).symm⟩,
      fun ⟨c, hc⟩ => ⟨c, fun p => (congrFun hc p).symm⟩⟩
  -- rank-nullity for the six rows
  have key := LinearMap.finrank_range_add_finrank_ker (wilsonB square)ᵀ.mulVecLin
  rw [Module.finrank_fin_fun, hker, finrank_span_singleton hne] at key
  rw [← Matrix.rank_transpose (wilsonB square)]
  exact Nat.add_right_cancel key

end

end WilsonBPlanar
```

```lean
#print axioms WilsonBPlanar.square_rank_five
-- 'WilsonBPlanar.square_rank_five' depends on axioms: [propext, Classical.choice, Quot.sound]
```
